# The fraction of a light beam passed by an ideal linear analyser, in terms of its Stokes parameters

Let a light beam have Stokes parameters x₁, x₂, x₃, divided by the total intensity. Here x₃ compares the linear polarizations along two perpendicular axes, x₁ compares those at +45° and −45° to the first axis, and x₂ describes circular polarization. (Many optics texts number the three differently.) An ideal linear analyser at angle θ, measured from the first axis towards the second, passes the fraction (1 + x₃ cos 2θ + x₁ sin 2θ)/2, whatever the value of x₂. In mathematics, this is the trace of the product of two 2 × 2 complex matrices, the polarization matrix, which has trace one, and the projector onto linear polarization at θ. The identity is stated for all real x₁, x₂, x₃, without the bound x₁² + x₂² + x₃² ≤ 1 that a physical state obeys. The proof writes the trace in entries, expands the double angles, and names the cosine and sine `c` and `s`. It then simplifies, and means to finish with a multiple of `hc`, which says that c² + s² = 1.

The first attempt, which Lean rejects:

```lean
import Mathlib

open Matrix

namespace AnalyserRate

noncomputable section

/-- The photon polarization matrix with Stokes parameters `x₁, x₂, x₃`, in a basis of two
perpendicular linear polarizations. -/
def stokesRho (x₁ x₂ x₃ : ℝ) : Matrix (Fin 2) (Fin 2) ℂ :=
  !![(1 + (x₃ : ℂ)) / 2, ((x₁ : ℂ) - Complex.I * x₂) / 2;
     ((x₁ : ℂ) + Complex.I * x₂) / 2, (1 - (x₃ : ℂ)) / 2]

/-- The trace of the polarization matrix with any process matrix, written in entries. -/
theorem trace_entries (M : Matrix (Fin 2) (Fin 2) ℂ) (x₁ x₂ x₃ : ℝ) :
    (stokesRho x₁ x₂ x₃ * M).trace =
      ((1 + (x₃ : ℂ)) * M 0 0 + ((x₁ : ℂ) - Complex.I * x₂) * M 1 0
        + ((x₁ : ℂ) + Complex.I * x₂) * M 0 1 + (1 - (x₃ : ℂ)) * M 1 1) / 2 := by
  rw [Matrix.trace_fin_two, Matrix.mul_apply, Matrix.mul_apply]
  simp only [Fin.sum_univ_two]
  simp [stokesRho]
  ring

/-- The projector onto linear polarization at the angle `θ`. -/
def analyser (θ : ℝ) : Matrix (Fin 2) (Fin 2) ℂ :=
  !![(Real.cos θ : ℂ) ^ 2, (Real.cos θ : ℂ) * (Real.sin θ : ℂ);
     (Real.cos θ : ℂ) * (Real.sin θ : ℂ), (Real.sin θ : ℂ) ^ 2]

/-- The fraction of a beam passed by a linear analyser at the angle `θ`, in terms of the
Stokes parameters. -/
theorem analyser_rate (θ x₁ x₂ x₃ : ℝ) :
    (stokesRho x₁ x₂ x₃ * analyser θ).trace =
      (((1 + x₃ * Real.cos (2 * θ) + x₁ * Real.sin (2 * θ)) / 2 : ℝ) : ℂ) := by
  have h := Real.cos_sq_add_sin_sq θ
  rw [trace_entries, Real.cos_two_mul', Real.sin_two_mul]
  unfold analyser
  generalize Real.cos θ = c at h ⊢
  generalize Real.sin θ = s at h ⊢
  have hc : (c : ℂ) ^ 2 + (s : ℂ) ^ 2 = 1 := by exact_mod_cast h
  simp
  linear_combination (1 / 2 : ℂ) * hc

end

end AnalyserRate
```

Messages:

```
Main.lean:42:2: error: ring failed, ring expressions not equal
θ x₁ x₂ x₃ c s : ℝ
h : c ^ 2 + s ^ 2 = 1
hc : ↑c ^ 2 + ↑s ^ 2 = 1
⊢ -1 / 2 + ↑c ^ 2 * (1 / 2) + ↑s ^ 2 * (1 / 2) = 0
```

The error says that `ring` could not close what was left after half of `hc` had been subtracted from the goal. What was left is (c² + s² − 1)/2 = 0, which is true by `hc`, but `ring` does not use hypotheses.

The factor 1/2 would have been right for the goal as it stood before `simp`. There both sides are divided by 2, and they differ by (c² + s² − 1)/2. But `simp` cancels the common denominator and leaves an equation between the numerators, whose sides differ by c² + s² − 1. Taking away half of `hc` removes only half of that difference, and the other half is what the message shows.

The repair uses `hc` with coefficient 1. This removes the whole difference, and `ring` can check the identity that remains.

As a diff, the version that Lean accepts:

```diff
@@ -40,5 +40,5 @@
   have hc : (c : ℂ) ^ 2 + (s : ℂ) ^ 2 = 1 := by exact_mod_cast h
   simp
-  linear_combination (1 / 2 : ℂ) * hc
+  linear_combination hc
 
 end
```
